# A determinant of independent electrons is the unique ground determinant exactly when every occupied orbital lies strictly below every empty one

Let independent electrons occupy a finite set $S$ of orbitals with real energies $\varepsilon_i$. Every other set of the same size has strictly higher summed energy if and only if $\varepsilon_i<\varepsilon_a$ for every occupied $i$ and every empty $a$. A ground determinant is therefore ambiguous exactly when an occupied and an empty orbital are degenerate.

## Open shells in a periodic box

In a periodic cubic box of side $L$, the plane waves have wavevectors $2\pi k/L$ with integer components $k_j$, and many of them share one energy. If the electrons only partly fill the highest occupied level, several determinants tie for the lowest energy. For finite electron-gas simulations that start from a single plane-wave determinant, the criterion tells which electron numbers fix that determinant by non-interacting energy alone.

## Determinants as sets of orbitals

In Lean a determinant is a `Finset ι`, its electron number is `S.card`, and `configEnergy ε S` is $E(S)=\sum_{i\in S}\varepsilon_i$. The orbital type `ι` may be infinite, so no plane-wave cutoff is needed.

`IsGround` says that no set of equal size has lower energy; `IsUniqueGround` says that every different set of equal size has strictly higher energy. Neither definition mentions orbital ordering, which enters through the theorems `isGround_iff` and `isUniqueGround_iff`.

For the free gas in $d$ dimensions, `Orbital d` pairs an integer wavevector with one of two spin states, and `planeWaveEnergy` is $|k|^2$ in units of $\hbar^2(2\pi/L)^2/2m_e$, with $m_e$ the electron mass. The model has no Coulomb interaction, no twisted boundary conditions and no superpositions of determinants.

## Moving one electron, then many

Suppose $S$ is the unique minimizer, with $i\in S$ and $a\notin S$. Moving one electron gives $S'=(S\setminus\{i\})\cup\{a\}$, which has the same size and differs from $S$. Hence
$$0<E(S')-E(S)=\varepsilon_a-\varepsilon_i .$$

Conversely, suppose all occupied energies lie strictly below all empty ones, and let $T\neq S$ have the same size. Removing the common orbitals leaves equally many on both sides: $|T\setminus S|=|S\setminus T|=n$. If $n$ were zero, $S$ would be contained in $T$ and equal to it, so $n\ge1$. Let $m$ be a highest orbital in $S\setminus T$. Then
$$E(T)-E(S)=\sum_{a\in T\setminus S}\varepsilon_a-\sum_{i\in S\setminus T}\varepsilon_i>n\varepsilon_m-n\varepsilon_m=0 .$$

With $\le$ in place of $<$, the same argument characterizes ground determinants; for $n=0$ the energies are equal. Comparing the two criteria gives the degeneracy condition for ambiguity.

For nonempty $S$, the strict criterion also means that $S$ contains exactly the orbitals with $\varepsilon_i\le\mu$ for some $\mu$: take $\mu$ to be the highest occupied energy. Conversely, such a $\mu$ gives $\varepsilon_i\le\mu<\varepsilon_a$.

## Momentum and spin in closed shells

A unique ground determinant contains every orbital degenerate with an occupied one. In the free gas, $k$ and $-k$ with the same spin are therefore occupied together, and the total momentum vanishes. Both spins at each $k$ are also occupied together, so the electron number is even. The two orbitals at $k=0$ give an example: their energy is zero, and every other orbital has positive energy. The even number relies on both spin states being available: in a fully spin-polarized gas, one electron at $k=0$ is already a closed shell.

## The Lean file

```lean
import Mathlib

open Finset

namespace FreeGasShells

variable {ι : Type*} [DecidableEq ι]

/-- The energy of a determinant of independent electrons: the sum of its occupied
orbital energies. -/
def configEnergy (ε : ι → ℝ) (S : Finset ι) : ℝ := ∑ i ∈ S, ε i

/-- `S` is a ground determinant: no set with the same number of electrons has lower energy. -/
def IsGround (ε : ι → ℝ) (S : Finset ι) : Prop :=
  ∀ T : Finset ι, T.card = S.card → configEnergy ε S ≤ configEnergy ε T

/-- `S` is the unique ground determinant: every other set with the same number of electrons
has strictly higher energy. -/
def IsUniqueGround (ε : ι → ℝ) (S : Finset ι) : Prop :=
  ∀ T : Finset ι, T.card = S.card → T ≠ S → configEnergy ε S < configEnergy ε T

/-- Moving one electron from an occupied orbital `i` to an empty orbital `a` keeps the
electron number and changes the energy by `ε a - ε i`. -/
theorem single_excitation (ε : ι → ℝ) {S : Finset ι} {i a : ι} (hi : i ∈ S) (ha : a ∉ S) :
    (insert a (S.erase i)).card = S.card ∧
      configEnergy ε (insert a (S.erase i)) = configEnergy ε S + ε a - ε i := by
  have ha' : a ∉ S.erase i := fun h => ha (Finset.mem_of_mem_erase h)
  constructor
  · rw [Finset.card_insert_of_notMem ha', Finset.card_erase_add_one hi]
  · have h := Finset.add_sum_erase S ε hi
    unfold configEnergy
    rw [Finset.sum_insert ha']
    linarith

/-- Two determinants with equal electron number differ by equally many particles and holes,
and their energy difference is the particle energy minus the hole energy. -/
theorem particle_hole_energy (ε : ι → ℝ) {S T : Finset ι} (h : T.card = S.card) :
    (T \ S).card = (S \ T).card ∧
      configEnergy ε T - configEnergy ε S = ∑ a ∈ T \ S, ε a - ∑ i ∈ S \ T, ε i := by
  constructor
  · have h1 := Finset.card_sdiff_add_card_inter T S
    have h2 := Finset.card_sdiff_add_card_inter S T
    rw [Finset.inter_comm S T] at h2
    omega
  · have h1 := Finset.sum_inter_add_sum_sdiff T S ε
    have h2 := Finset.sum_inter_add_sum_sdiff S T ε
    rw [Finset.inter_comm S T] at h2
    unfold configEnergy
    linarith

/-- A determinant is a ground determinant if and only if no occupied orbital lies above
an empty one. -/
theorem isGround_iff (ε : ι → ℝ) (S : Finset ι) :
    IsGround ε S ↔ ∀ i ∈ S, ∀ a, a ∉ S → ε i ≤ ε a := by
  constructor
  · intro h i hi a ha
    obtain ⟨hc, hE⟩ := single_excitation ε hi ha
    have := h _ hc
    linarith
  · intro h T hT
    obtain ⟨hc, hE⟩ := particle_hole_energy ε hT
    rcases (S \ T).eq_empty_or_nonempty with h0 | hne
    · have h1 : T \ S = ∅ := by
        rw [← Finset.card_eq_zero, hc, h0, Finset.card_empty]
      rw [h0, h1, Finset.sum_empty] at hE
      linarith
    · -- the highest hole separates the holes from the particles
      obtain ⟨m, hm, hmax⟩ := Finset.exists_max_image (S \ T) ε hne
      have h1 := Finset.sum_le_card_nsmul (S \ T) ε (ε m) hmax
      have h2 := Finset.card_nsmul_le_sum (T \ S) ε (ε m)
        (fun a ha => h m (Finset.mem_sdiff.mp hm).1 a (Finset.mem_sdiff.mp ha).2)
      rw [hc] at h2
      linarith

/-- A determinant is the unique ground determinant for its electron number if and only if
every occupied orbital energy is strictly below every empty one. -/
theorem isUniqueGround_iff (ε : ι → ℝ) (S : Finset ι) :
    IsUniqueGround ε S ↔ ∀ i ∈ S, ∀ a, a ∉ S → ε i < ε a := by
  constructor
  · intro h i hi a ha
    obtain ⟨hc, hE⟩ := single_excitation ε hi ha
    have := h _ hc (fun heq => ha (by rw [← heq]; exact Finset.mem_insert_self _ _))
    linarith
  · intro h T hT hTS
    obtain ⟨hc, hE⟩ := particle_hole_energy ε hT
    -- a different determinant has at least one hole, hence at least one particle
    have hne : (S \ T).Nonempty := by
      rw [Finset.nonempty_iff_ne_empty]
      intro h0
      exact hTS (Finset.eq_of_subset_of_card_le
        (Finset.sdiff_eq_empty_iff_subset.mp h0) hT.le).symm
    have hne' : (T \ S).Nonempty := by
      rw [← Finset.card_pos, hc]
      exact Finset.card_pos.mpr hne
    obtain ⟨m, hm, hmax⟩ := Finset.exists_max_image (S \ T) ε hne
    have h1 := Finset.sum_le_card_nsmul (S \ T) ε (ε m) hmax
    have h2 : ∑ _a ∈ T \ S, ε m < ∑ a ∈ T \ S, ε a :=
      Finset.sum_lt_sum_of_nonempty hne'
        (fun a ha => h m (Finset.mem_sdiff.mp hm).1 a (Finset.mem_sdiff.mp ha).2)
    rw [Finset.sum_const, hc] at h2
    linarith

/-- A ground determinant fails to be unique if and only if some occupied orbital is
degenerate with an empty one. -/
theorem ambiguous_iff_open_shell (ε : ι → ℝ) {S : Finset ι} (hS : IsGround ε S) :
    ¬ IsUniqueGround ε S ↔ ∃ i ∈ S, ∃ a, a ∉ S ∧ ε i = ε a := by
  rw [isGround_iff] at hS
  rw [isUniqueGround_iff]
  constructor
  · intro h
    by_contra hno
    exact h fun i hi a ha =>
      lt_of_le_of_ne (hS i hi a ha) (fun e => hno ⟨i, hi, a, ha, e⟩)
  · rintro ⟨i, hi, a, ha, e⟩ h
    exact (h i hi a ha).ne e

/-- A determinant with at least one electron is the unique ground determinant if and only if
it occupies exactly the orbitals up to some Fermi level `μ`. -/
theorem isUniqueGround_iff_fermi_level (ε : ι → ℝ) {S : Finset ι} (hS : S.Nonempty) :
    IsUniqueGround ε S ↔ ∃ μ : ℝ, ∀ i, i ∈ S ↔ ε i ≤ μ := by
  rw [isUniqueGround_iff]
  constructor
  · intro h
    obtain ⟨m, hm, hmax⟩ := Finset.exists_max_image S ε hS
    exact ⟨ε m, fun i => ⟨hmax i, fun hi => by_contra fun hn =>
      not_lt_of_ge hi (h m hm i hn)⟩⟩
  · rintro ⟨μ, hμ⟩ i hi a ha
    exact ((hμ i).1 hi).trans_lt (not_le.mp (mt (hμ a).2 ha))

/-- A unique ground determinant that occupies an orbital also occupies every orbital
degenerate with it. -/
theorem shell_filled {ε : ι → ℝ} {S : Finset ι} (h : IsUniqueGround ε S) {p q : ι}
    (hp : p ∈ S) (hpq : ε q = ε p) : q ∈ S := by
  by_contra hq
  exact ((isUniqueGround_iff ε S).1 h p hp q hq).ne hpq.symm

/-- Plane-wave spin orbitals in a periodic `d`-dimensional cubic box: an integer wavevector
and one of two spin states. -/
abbrev Orbital (d : ℕ) := (Fin d → ℤ) × Bool

/-- The free-electron kinetic energy `|k|²`, in units of the kinetic energy of a wavevector with
`|k| = 1`. -/
def planeWaveEnergy {d : ℕ} (p : Orbital d) : ℝ := ∑ j, (p.1 j : ℝ) ^ 2

/-- A unique ground determinant of the free gas has zero total momentum. -/
theorem total_momentum_eq_zero {d : ℕ} {S : Finset (Orbital d)}
    (h : IsUniqueGround planeWaveEnergy S) : ∑ p ∈ S, p.1 = 0 := by
  -- pair each wavevector with its inversion image
  refine Finset.sum_involution (fun p _ => (-p.1, p.2)) ?_ ?_ ?_ ?_
  · intro p _
    exact add_neg_cancel p.1
  · intro p _ hp hfix
    apply hp
    have h1 : -p.1 = p.1 := congrArg Prod.fst hfix
    funext j
    have h2 : -(p.1 j) = p.1 j := congrFun h1 j
    show p.1 j = 0
    omega
  · intro p hp
    exact shell_filled h hp (by simp [planeWaveEnergy])
  · intro p _
    simp

/-- A unique ground determinant of the free gas of spin-1/2 electrons has an even number
of electrons. -/
theorem even_electron_number {d : ℕ} {S : Finset (Orbital d)}
    (h : IsUniqueGround planeWaveEnergy S) : Even S.card := by
  -- pair each orbital with its spin-flipped partner and count modulo two
  have hsum : ∑ _p ∈ S, (1 : ZMod 2) = 0 := by
    refine Finset.sum_involution (fun p _ => (p.1, !p.2)) ?_ ?_ ?_ ?_
    · intro p _
      decide
    · intro p _ _ hfix
      have h2 : (!p.2) = p.2 := congrArg Prod.snd hfix
      simp at h2
    · intro p hp
      exact shell_filled h hp rfl
    · intro p _
      simp
  have hcard : (S.card : ZMod 2) = 0 := by
    rw [Finset.sum_const, nsmul_one] at hsum
    exact hsum
  exact even_iff_two_dvd.mpr ((ZMod.natCast_eq_zero_iff _ _).mp hcard)

/-- Two electrons of opposite spin at zero wavevector form the unique two-electron ground
determinant of the free gas. -/
theorem two_electron_closed_shell (d : ℕ) :
    IsUniqueGround planeWaveEnergy ({(0, true), (0, false)} : Finset (Orbital d)) := by
  rw [isUniqueGround_iff]
  intro p hp q hq
  have hp0 : p.1 = 0 := by
    rw [Finset.mem_insert, Finset.mem_singleton] at hp
    rcases hp with rfl | rfl <;> rfl
  have hq0 : q.1 ≠ 0 := by
    intro h
    apply hq
    obtain ⟨k, s⟩ := q
    change k = 0 at h
    subst h
    cases s <;> simp
  -- an empty orbital has a nonzero wavevector component
  obtain ⟨j, hj⟩ := Function.ne_iff.mp hq0
  have hj' : (q.1 j : ℝ) ≠ 0 := Int.cast_ne_zero.mpr hj
  have hE : planeWaveEnergy p = 0 := by simp [planeWaveEnergy, hp0]
  rw [hE]
  exact Finset.sum_pos' (fun _ _ => sq_nonneg _) ⟨j, Finset.mem_univ j, by positivity⟩

end FreeGasShells
```

```lean
#print axioms FreeGasShells.isUniqueGround_iff
#print axioms FreeGasShells.ambiguous_iff_open_shell
#print axioms FreeGasShells.even_electron_number
#print axioms FreeGasShells.two_electron_closed_shell
```

```
'FreeGasShells.isUniqueGround_iff' depends on axioms: [propext, Classical.choice, Quot.sound]
'FreeGasShells.ambiguous_iff_open_shell' depends on axioms: [propext, Classical.choice, Quot.sound]
'FreeGasShells.even_electron_number' depends on axioms: [propext, Classical.choice, Quot.sound]
'FreeGasShells.two_electron_closed_shell' depends on axioms: [propext, Classical.choice, Quot.sound]
```

## From excitations to the criterion

`single_excitation` supplies the forward direction, and `particle_hole_energy` supplies the count and the energy difference for the converse. `ambiguous_iff_open_shell` combines the weak and strict criteria. `shell_filled` then feeds `total_momentum_eq_zero` and `even_electron_number`, where `Finset.sum_involution` cancels terms in pairs: under $k\mapsto-k$ for momentum, and under spin flip for the electron number modulo two.

The central device is `Finset.exists_max_image`. Given a nonempty finite set, it returns a member `m` and a proof that no member has higher energy. Applied to `S \ T`, it works even when `ι` is infinite. The single number `ε m` then bounds both sums, so particles and holes need not be matched one by one, and `linarith` combines the bounds.

## Fractional occupations

The model could instead assign each orbital an occupation between 0 and 1, with fixed total. An open shell of the free gas could then be filled evenly, giving symmetric occupations, but no single determinant of plane waves has them.
